# For nonzero couplings, the smallest singular value of an open Ising chain's matrix is at most $\prod|h_j|/\prod|J_j|$

Q: I have an open transverse-field Ising chain whose fields and couplings differ from site to site, so the plane waves of the uniform chain are of no use. My double-precision singular value routine returns $10^{-17}$ for the lowest mode. I would like a bound on the true value to compare it with. What do you offer?

A: An upper bound that can be read off the parameters. Take sites $0,\dots,n$ and
$$H=-\sum_{j=0}^{n-1}J_jX_jX_{j+1}-\sum_{j=0}^{n}h_jZ_j,$$
where $X_j,Z_j$ are Pauli matrices. In the usual free-fermion solution, $H$ is encoded in a real matrix $M$ with $M_{jj}=h_j$, $M_{j+1,j}=J_j$ and zeros elsewhere. If $s$ is its smallest singular value, the two lowest levels are $2s$ apart. The theorem says that, for nonzero couplings,
$$s\le\frac{\prod_{j=0}^{n}|h_j|}{\prod_{j=0}^{n-1}|J_j|}.$$

Q: Is the step from spins to $M$ part of the formal proof?

A: No. The file starts from $M$ and contains neither spins nor a many-body Hamiltonian; the factor $2s$ comes from the standard fermion solution, which I am taking as given.

```lean
import Mathlib

open Matrix

namespace DisorderedIsingChain

noncomputable section

variable {ι : Type*} [Fintype ι] [DecidableEq ι]
```

Q: Then let me see that the matrix is the right one.

A: The row index is `i` and the column index is `j`.

```lean
/-- The free-fermion matrix of an open Ising chain with `n + 1` sites: fields `h j` on the
diagonal, couplings `J j` just below it, zeros elsewhere. -/
def chainMatrix (n : ℕ) (h J : ℕ → ℝ) : Matrix (Fin (n + 1)) (Fin (n + 1)) ℝ :=
  Matrix.of fun i j =>
    (if (i : ℕ) = j then h j else 0) + (if (i : ℕ) = j + 1 then J j else 0)
```

The two `if` terms are the diagonal and the subdiagonal. The sequences `h` and `J` are indexed by all natural numbers, but the matrix reads only $h_0,\dots,h_n$ and $J_0,\dots,J_{n-1}$. The values are arbitrary reals, of either sign. No probability distribution appears: the bound holds for each disorder realisation separately.

Q: And "singular value"? I would have expected a decomposition.

A: The definition uses the equivalent eigenvalue condition: $s\ge0$ and $MM^{\mathsf T}u=s^2u$ for some $u\neq0$.

```lean
/-- `s` is a singular value of `M`: `s ≥ 0` and `s ^ 2` is an eigenvalue of `M Mᵀ`. -/
def IsSingularValue (M : Matrix ι ι ℝ) (s : ℝ) : Prop :=
  0 ≤ s ∧ ∃ u : ι → ℝ, u ≠ 0 ∧ (M * Mᵀ) *ᵥ u = s ^ 2 • u
```

Multiplicity is not recorded, which does not matter for the smallest one. In the theorems, `IsLeast` says that `s` belongs to the set of singular values and is no larger than any other member.

Q: How do you bound $s$ without diagonalising anything?

A: With a trial vector $x$. For an open chain,
$$(M^{\mathsf T}x)_k=h_kx_k+J_kx_{k+1}\quad(k<n),\qquad (M^{\mathsf T}x)_n=h_nx_n .$$
Set $x_0=1$ and choose $x_{k+1}=-(h_k/J_k)\,x_k$. Every component with $k<n$ then vanishes, and
$$x_k=\prod_{i=0}^{k-1}\left(-\frac{h_i}{J_i}\right).$$

```lean
/-- The edge mode, with amplitude 1 on the first site and a factor `-h i / J i` for each
bond crossed; it is meant for nonzero couplings. -/
def edgeMode (h J : ℕ → ℝ) (k : ℕ) : ℝ := ∏ i ∈ Finset.range k, (-h i / J i)
```

This is the edge mode. It decays away from the left end when the fields are smaller in modulus than the couplings. Only the last site leaves a residual, of modulus
$$|h_nx_n|=|h_n|\prod_{i=0}^{n-1}\frac{|h_i|}{|J_i|}=\frac{\prod_{j=0}^{n}|h_j|}{\prod_{j=0}^{n-1}|J_j|}.$$

Q: Your vector is not normalised. Does that spoil the variational argument?

A: It only weakens the bound. The variational principle is $s^2|x|^2\le|M^{\mathsf T}x|^2$, so the normalised vector $x/|x|$ gives $s\le|h_nx_n|/|x|$. Since $x_0=1$, we have $|x|\ge1$, and dropping the denominator leaves the simple ratio.

Q: The variational principle itself needs an argument.

A: It starts from an identity and a positivity statement. The identity is $x\cdot MM^{\mathsf T}x=|M^{\mathsf T}x|^2$, obtained by moving $M$ to the other side of the dot product.

```lean
omit [DecidableEq ι] in
/-- The quadratic form of `M Mᵀ` is the squared length of `Mᵀ x`. -/
theorem quadratic_form (M : Matrix ι ι ℝ) (x : ι → ℝ) :
    x ⬝ᵥ (M * Mᵀ) *ᵥ x = (Mᵀ *ᵥ x) ⬝ᵥ (Mᵀ *ᵥ x) := by
  rw [← Matrix.mulVec_mulVec, Matrix.dotProduct_mulVec, Matrix.mulVec_transpose]
```

The positivity statement is that $u\cdot u>0$ for $u\ne0$. It lets us divide by squared lengths.

```lean
omit [DecidableEq ι] in
/-- A nonzero real vector has positive squared length. -/
theorem dot_self_pos {u : ι → ℝ} (hu : u ≠ 0) : 0 < u ⬝ᵥ u :=
  lt_of_le_of_ne (Finset.sum_nonneg fun i _ => mul_self_nonneg (u i))
    fun h => hu (dotProduct_self_eq_zero.1 h.symm)
```

Now $MM^{\mathsf T}$ is real and symmetric, so it has orthonormal eigenvectors $e_i$ with eigenvalues $\lambda_i$. Let $\lambda_{i_0}$ be the lowest. Expanding $x$ gives
$$|M^{\mathsf T}x|^2=\sum_i\lambda_i(e_i\cdot x)^2\ge\lambda_{i_0}\sum_i(e_i\cdot x)^2=\lambda_{i_0}|x|^2 .$$
Putting $x=e_{i_0}$ in the identity gives $\lambda_{i_0}|e_{i_0}|^2=|M^{\mathsf T}e_{i_0}|^2\ge0$, so $s=\sqrt{\lambda_{i_0}}$ is real and is a singular value. If $t$ is another, with vector $y$, then $\lambda_{i_0}|y|^2\le y\cdot MM^{\mathsf T}y=t^2|y|^2$, hence $s\le t$.

Q: Where do I find those steps in the code?

A: `pars` is the expansion of a dot product in the eigenvectors, `Finite.exists_min` picks $i_0$, `ray` is the displayed inequality, and `hpos` is $\lambda_{i_0}\ge0$. The last three bullets show that the square root is a singular value, that it is the least one, and that the inequality holds for every trial vector.

```lean
/-- Variational principle: a real square matrix of positive size has a smallest singular
value `s`, and `s ^ 2 |x|^2 ≤ |Mᵀ x|^2` for every trial vector `x`. -/
theorem exists_least_singularValue [Nonempty ι] (M : Matrix ι ι ℝ) :
    ∃ s, IsLeast {t | IsSingularValue M t} s ∧
      ∀ x : ι → ℝ, s ^ 2 * (x ⬝ᵥ x) ≤ (Mᵀ *ᵥ x) ⬝ᵥ (Mᵀ *ᵥ x) := by
  have hA : (M * Mᵀ).IsHermitian :=
    Matrix.IsHermitian.ext fun i j => by simp [Matrix.mul_apply, mul_comm]
  have hT : (M * Mᵀ)ᵀ = M * Mᵀ := by simp [Matrix.transpose_mul]
  let e : ι → ι → ℝ := fun i => (hA.eigenvectorBasis i).ofLp
  have he : ∀ i, (M * Mᵀ) *ᵥ e i = hA.eigenvalues i • e i :=
    fun i => hA.mulVec_eigenvectorBasis i
  -- expansion of the dot product in the eigenvectors
  have pars : ∀ x y : ι → ℝ, x ⬝ᵥ y = ∑ i, (e i ⬝ᵥ x) * (e i ⬝ᵥ y) := by
    intro x y
    have h := hA.eigenvectorBasis.sum_inner_mul_inner (WithLp.toLp 2 x) (WithLp.toLp 2 y)
    simp only [EuclideanSpace.inner_eq_star_dotProduct, star_trivial] at h
    rw [dotProduct_comm x y, ← h]
    exact Finset.sum_congr rfl fun i _ => by rw [dotProduct_comm y]
  obtain ⟨i₀, hi₀⟩ := Finite.exists_min hA.eigenvalues
  -- the lowest eigenvalue bounds the quadratic form from below
  have ray : ∀ x : ι → ℝ, hA.eigenvalues i₀ * (x ⬝ᵥ x) ≤ x ⬝ᵥ (M * Mᵀ) *ᵥ x := by
    intro x
    rw [pars x x, pars x ((M * Mᵀ) *ᵥ x), Finset.mul_sum]
    refine Finset.sum_le_sum fun i _ => ?_
    have hd : e i ⬝ᵥ (M * Mᵀ) *ᵥ x = hA.eigenvalues i * (e i ⬝ᵥ x) := by
      rw [Matrix.dotProduct_mulVec, ← Matrix.mulVec_transpose, hT, he, smul_dotProduct,
        smul_eq_mul]
    rw [hd]
    nlinarith [mul_le_mul_of_nonneg_right (hi₀ i) (mul_self_nonneg (e i ⬝ᵥ x))]
  have hne : e i₀ ≠ 0 := fun h =>
    hA.eigenvectorBasis.orthonormal.ne_zero i₀ (PiLp.ext fun k => congrFun h k)
  have hpos : 0 ≤ hA.eigenvalues i₀ := by
    have h := quadratic_form M (e i₀)
    rw [he, dotProduct_smul, smul_eq_mul] at h
    have h' : 0 ≤ (Mᵀ *ᵥ e i₀) ⬝ᵥ (Mᵀ *ᵥ e i₀) :=
      Finset.sum_nonneg fun i _ => mul_self_nonneg _
    exact nonneg_of_mul_nonneg_left (h ▸ h') (dot_self_pos hne)
  refine ⟨√(hA.eigenvalues i₀), ⟨⟨Real.sqrt_nonneg _, e i₀, hne, ?_⟩, ?_⟩, fun x => ?_⟩
  · rw [Real.sq_sqrt hpos]
    exact he i₀
  · rintro t ⟨ht, y, hy, hyt⟩
    have h := ray y
    rw [hyt, dotProduct_smul, smul_eq_mul] at h
    exact Real.sqrt_le_iff.2 ⟨ht, le_of_mul_le_mul_right h (dot_self_pos hy)⟩
  · rw [Real.sq_sqrt hpos, ← quadratic_form]
    exact ray x
```

Q: And the cancellation along the chain?

A: The next theorem states it as a vector equation: $M^{\mathsf T}x$ equals `Pi.single` at the last site, with value $h_nx_n$. Inside, `e` computes the component $(M^{\mathsf T}x)_k$ from the matrix definition. The proof then splits on whether $k<n$. If so, `c` records $J_k(-h_k/J_k)=-h_k$, and `linear_combination` multiplies this by $x_k$ to cancel the field term. Otherwise $k$ is the last site and only the field term remains.

```lean
/-- For nonzero couplings, `Mᵀ` annihilates the edge mode except at the last site. -/
theorem edgeMode_residual {n : ℕ} {h J : ℕ → ℝ} (hJ : ∀ j < n, J j ≠ 0) :
    (chainMatrix n h J)ᵀ *ᵥ (fun k => edgeMode h J k) =
      Pi.single (Fin.last n) (h n * edgeMode h J n) := by
  ext k
  have e : ((chainMatrix n h J)ᵀ *ᵥ (fun k => edgeMode h J k)) k =
      h k * edgeMode h J k + if (k : ℕ) < n then J k * edgeMode h J (k + 1) else 0 := by
    simp only [Matrix.mulVec, dotProduct, Matrix.transpose_apply, chainMatrix, Matrix.of_apply]
    rw [Fin.sum_univ_eq_sum_range (fun i => ((if i = (k : ℕ) then h k else 0) +
      (if i = (k : ℕ) + 1 then J k else 0)) * edgeMode h J i) (n + 1)]
    simp [add_mul, ite_mul, Finset.sum_add_distrib, Fin.is_le]
  rw [e]
  by_cases hk : (k : ℕ) < n
  · -- the field and coupling terms cancel
    have hl : k ≠ Fin.last n := by
      intro h
      simp [h] at hk
    have c : J k * (-h k / J k) = -h k := mul_div_cancel₀ _ (hJ k hk)
    rw [if_pos hk, Pi.single_eq_of_ne hl]
    simp only [edgeMode, Finset.prod_range_succ]
    linear_combination (∏ i ∈ Finset.range (k : ℕ), (-h i / J i)) * c
  · obtain rfl : k = Fin.last n := Fin.ext (by
      have := k.isLt
      simp only [Fin.val_last]
      omega)
    simp
```

Q: The hypothesis `hJ` asks for nonzero couplings. A cut chain is a perfectly good physical system, so why exclude it?

A: Because the ratio has no meaning there. Take two sites with $h_0=h_1=1$ and $J_0=0$. Then $M$ is the identity and $s=1$, while Lean evaluates the right-hand side, $1/0$, as $0$. So the inequality as written fails if a zero coupling is allowed. Physically, `hJ` says that no bond is cut and the sites form one connected chain.

Q: What about the shortest chain?

A: For $n=0$ there is one site and no coupling, so `hJ` holds vacuously. The matrix is $(h_0)$, its singular value is $|h_0|$, and the empty product in the denominator is $1$. The bound is an equality, in agreement with a single spin in a field $h_0$, whose levels $\pm h_0$ are $2|h_0|$ apart.

Q: Then put the two halves together.

A: In the main theorem, `r` is the variational inequality for the edge mode, $s^2|x|^2\le(h_nx_n)^2$, and `one` is $1\le|x|^2$, taken from the first site alone. Together they give `hsq`, $s^2\le(h_nx_n)^2$. The final `calc` takes square roots and writes $|h_nx_n|$ as the ratio of products.

```lean
/-- For nonzero couplings, the smallest singular value of the chain matrix is at most the
product of all `|h j|` divided by the product of all `|J j|`. -/
theorem least_singularValue_le {n : ℕ} {h J : ℕ → ℝ} (hJ : ∀ j < n, J j ≠ 0) :
    ∃ s, IsLeast {t | IsSingularValue (chainMatrix n h J) t} s ∧
      s ≤ (∏ j ∈ Finset.range (n + 1), |h j|) / ∏ j ∈ Finset.range n, |J j| := by
  obtain ⟨s, hs, ray⟩ := exists_least_singularValue (chainMatrix n h J)
  refine ⟨s, hs, ?_⟩
  -- use the edge mode as trial vector
  have r := ray (fun k => edgeMode h J k)
  rw [edgeMode_residual hJ, single_dotProduct, Pi.single_eq_same] at r
  have one : 1 ≤ (fun k : Fin (n + 1) => edgeMode h J k) ⬝ᵥ (fun k => edgeMode h J k) :=
    calc (1 : ℝ) = edgeMode h J 0 * edgeMode h J 0 := by simp [edgeMode]
      _ ≤ _ := Finset.single_le_sum
        (f := fun k : Fin (n + 1) => edgeMode h J k * edgeMode h J k)
        (fun _ _ => mul_self_nonneg _) (Finset.mem_univ 0)
  have hsq : s ^ 2 ≤ (h n * edgeMode h J n) ^ 2 := by
    nlinarith [mul_le_mul_of_nonneg_left one (sq_nonneg s)]
  calc s ≤ |s| := le_abs_self s
    _ ≤ |h n * edgeMode h J n| := sq_le_sq.1 hsq
    _ = _ := by
      rw [edgeMode, abs_mul, Finset.abs_prod, Finset.prod_range_succ]
      simp only [abs_div, abs_neg, Finset.prod_div_distrib]
      ring
```

Q: If the fields are large, that ratio is enormous.

A: Then the bound is true and uninformative. It is useful when the ratio, which is an energy, is small compared with the couplings themselves. In that regime it gives a free-fermion calculation for this open chain a ceiling against which to check the computed lowest mode. It gives no lower bound, so it can't tell you that your $10^{-17}$ is accurate. It can tell you that it is not: if the ratio, in the same energy unit, is below $10^{-17}$, the computed value is too large.

Q: I was taught that the splitting is exponentially small in the length. Do you get that?

A: Yes, for $s$, under a condition on each bond. Suppose $|h_j|\le r|J_j|$ for every $j<n$. Multiplying these inequalities gives $\prod_{j<n}|h_j|\le r^n\prod_{j<n}|J_j|$. Dividing by the product of the couplings and restoring the last field gives $s\le|h_n|\,r^n$. The condition says that every field but the last is at most $r$ times the coupling to its right, in modulus. The theorem does not require $r<1$; if $r<1$ stays fixed and $|h_n|$ stays bounded as the chain grows, the bound decays exponentially with length.

Q: Disorder might well break that condition on a few bonds.

A: Then use the ratio of products, which needs no bond-by-bond comparison: a few strong fields can be outweighed by the rest of the chain. In the code for the power bound, `hp` is the multiplied inequality, and the last two lines clear the denominator and put back $|h_n|$.

```lean
/-- If the couplings are nonzero and each field but the last is, in absolute value, at most `r`
times the absolute value of the coupling that follows it, the smallest singular value is at most
`|h n| r ^ n`. -/
theorem least_singularValue_le_pow {n : ℕ} {h J : ℕ → ℝ} {r : ℝ} (hJ : ∀ j < n, J j ≠ 0)
    (hr : ∀ j < n, |h j| ≤ r * |J j|) :
    ∃ s, IsLeast {t | IsSingularValue (chainMatrix n h J) t} s ∧ s ≤ |h n| * r ^ n := by
  obtain ⟨s, hs, hle⟩ := least_singularValue_le (h := h) hJ
  refine ⟨s, hs, hle.trans ?_⟩
  have hpos : 0 < ∏ j ∈ Finset.range n, |J j| :=
    Finset.prod_pos fun j hj => abs_pos.2 (hJ j (Finset.mem_range.1 hj))
  have hp : ∏ j ∈ Finset.range n, |h j| ≤ r ^ n * ∏ j ∈ Finset.range n, |J j| :=
    calc ∏ j ∈ Finset.range n, |h j| ≤ ∏ j ∈ Finset.range n, (r * |J j|) :=
          Finset.prod_le_prod (fun j _ => abs_nonneg (h j))
            fun j hj => hr j (Finset.mem_range.1 hj)
      _ = _ := by rw [Finset.prod_mul_distrib, Finset.prod_const, Finset.card_range]
  rw [div_le_iff₀ hpos, Finset.prod_range_succ]
  linarith [mul_le_mul_of_nonneg_right hp (abs_nonneg (h n))]

end

end DisorderedIsingChain
```

```lean
#print axioms DisorderedIsingChain.least_singularValue_le
#print axioms DisorderedIsingChain.least_singularValue_le_pow
```

```
'DisorderedIsingChain.least_singularValue_le' depends on axioms: [propext, Classical.choice, Quot.sound]
'DisorderedIsingChain.least_singularValue_le_pow' depends on axioms: [propext, Classical.choice, Quot.sound]
```
